# The interpolating quadratic with Hessian ∑ u_k x_k x_kᵀ has least Frobenius norm when ∑ u_k = 0 and ∑ u_k x_k = 0

Suppose the energy of a molecule can be computed at chosen geometries, but its forces cannot. To locate a minimum, one may fit a quadratic model to the energies already computed. In N coordinates such a model has (N+1)(N+2)/2 coefficients, and there are often fewer energies than that. If one quadratic passes through the data, infinitely many then do, and a further criterion is needed to select one.

Powell's criterion selects an interpolant whose Hessian has the smallest Frobenius norm or, when a previous Hessian H is available, one whose Hessian differs least from H in that norm. The theorems below show that a model meets this criterion if its Hessian, or its change of Hessian, is a weighted sum of outer products x_k x_kᵀ whose weights satisfy the two conditions in the title. They concern the optimality of a given model: the calculation of weights from energies, the choice of geometries and the convergence of an optimiser are separate matters.

## Points, models and the size of a Hessian

The index k labels the interpolation points and runs over a finite type `ι`. The indices i and j label coordinates and run over a finite type `n`. A point x_k is a real vector, written `x k` in Lean, and its weight u_k is the real number `u k`.

```lean
import Mathlib

open Matrix

namespace LeastFrobeniusInterpolation

noncomputable section

variable {ι n : Type*} [Fintype ι] [Fintype n]
```

A quadratic is given by a constant c, a gradient g at the origin and a second-order matrix G:

q(y) = c + gᵀy + yᵀGy/2.

The factor 1/2 makes G the Hessian of q when G is symmetric. The definition accepts any real square matrix; in general the Hessian is the symmetric part of G. The theorems therefore compare the model with a wider class of competitors than the symmetric ones, which they include.

```lean
/-- The quadratic model `c + gᵀy + yᵀGy/2`. -/
def quad (c : ℝ) (g : n → ℝ) (G : Matrix n n ℝ) (y : n → ℝ) : ℝ :=
  c + g ⬝ᵥ y + (y ⬝ᵥ (G *ᵥ y)) / 2
```

The Frobenius inner product treats a matrix as a long vector of entries:

⟨A, B⟩ = ∑_i ∑_j A_ij B_ij.

```lean
/-- The Frobenius inner product, the sum of products of matching entries. -/
def frobInner (A B : Matrix n n ℝ) : ℝ := ∑ i, ∑ j, A i j * B i j
```

The corresponding norm is ‖A‖ = √⟨A, A⟩. It gives every entry equal weight, so its physical meaning depends on how the coordinates are scaled, for instance when lengths and angles are mixed.

```lean
/-- The Frobenius norm of a real matrix. -/
def frobNorm (A : Matrix n n ℝ) : ℝ := √(frobInner A A)
```

The matrix at the centre of the argument is

W = ∑_k u_k x_k x_kᵀ.

It is symmetric by construction. In Lean it is `weightedHessian u x`, where `vecMulVec (x k) (x k)` is the outer product x_k x_kᵀ.

```lean
/-- The matrix `∑ u_k x_k x_kᵀ` built from interpolation points and weights. -/
def weightedHessian (u : ι → ℝ) (x : ι → n → ℝ) : Matrix n n ℝ :=
  ∑ k, u k • vecMulVec (x k) (x k)
```

Since ⟨A, A⟩ is a sum of squares, it is nonnegative. This is what will turn an identity between squared norms into an inequality.

```lean
/-- The Frobenius inner product of a matrix with itself is nonnegative. -/
theorem frobInner_self_nonneg (A : Matrix n n ℝ) : 0 ≤ frobInner A A :=
  Finset.sum_nonneg fun _ _ => Finset.sum_nonneg fun _ _ => mul_self_nonneg _
```

## Weights that detect only curvature

For any matrix A, inserting the entries of W and exchanging the finite sums gives

⟨W, A⟩ = ∑_i ∑_j (∑_k u_k x_k,i x_k,j) A_ij
= ∑_k u_k ∑_i ∑_j x_k,i A_ij x_k,j
= ∑_k u_k x_kᵀAx_k.

The inner product with W thus needs only the values of the quadratic form of A at the interpolation points. In the proof, `simp only` writes both sides as sums over entries, two uses of `Finset.sum_comm` reorder the sums, and `ring` matches the individual terms.

```lean
/-- The inner product of `∑ u_k x_k x_kᵀ` with `A` is the weighted sum of the
values `x_kᵀ A x_k`. -/
theorem frobInner_weightedHessian (u : ι → ℝ) (x : ι → n → ℝ) (A : Matrix n n ℝ) :
    frobInner (weightedHessian u x) A = ∑ k, u k * (x k ⬝ᵥ (A *ᵥ x k)) := by
  simp only [frobInner, weightedHessian, Matrix.sum_apply, Matrix.smul_apply,
    vecMulVec_apply, dotProduct, mulVec, Finset.sum_mul, Finset.mul_sum, smul_eq_mul]
  symm
  rw [Finset.sum_comm]
  refine Finset.sum_congr rfl fun i _ => ?_
  rw [Finset.sum_comm]
  exact Finset.sum_congr rfl fun j _ => Finset.sum_congr rfl fun k _ => by ring
```

The conditions on the weights are

∑_k u_k = 0 and ∑_k u_k x_k = 0.

Physically, they make the weighted sum of energies blind to a shift of the energy zero and to a uniform force. For any constant a and vector b,

∑_k u_k (a + bᵀx_k) = a ∑_k u_k + bᵀ(∑_k u_k x_k) = 0.

The hypotheses `hu` and `hx` are these two conditions. The intermediate equation `e` separates the constant and linear parts, and the conditions then remove both.

```lean
/-- Weights with vanishing sum and vanishing first moment annihilate every affine
function on the interpolation points. -/
theorem weighted_affine_sum {u : ι → ℝ} {x : ι → n → ℝ} (hu : ∑ k, u k = 0)
    (hx : ∑ k, u k • x k = 0) (a : ℝ) (b : n → ℝ) :
    ∑ k, u k * (a + b ⬝ᵥ x k) = 0 := by
  have e : ∑ k, u k * (a + b ⬝ᵥ x k) = (∑ k, u k) * a + b ⬝ᵥ (∑ k, u k • x k) := by
    rw [dotProduct_sum, Finset.sum_mul, ← Finset.sum_add_distrib]
    refine Finset.sum_congr rfl fun k _ => ?_
    rw [dotProduct_smul, smul_eq_mul]
    ring
  rw [e, hu, hx, dotProduct_zero]
  ring
```

Now let a quadratic with constant c, gradient g and matrix D vanish at every interpolation point. At each x_k,

c + gᵀx_k + x_kᵀDx_k/2 = 0,

and hence

x_kᵀDx_k = −2(c + gᵀx_k).

Multiplying by u_k, summing over k and using the two preceding results gives

⟨W, D⟩ = ∑_k u_k x_kᵀDx_k = −2 ∑_k u_k (c + gᵀx_k) = 0.

A quadratic that is invisible in the data therefore has a second-order matrix orthogonal to W. In Lean, `linear_combination` obtains the equation at each point by multiplying the vanishing condition by 2u_k.

```lean
/-- If the weights have vanishing sum and vanishing first moment, the matrix `∑ u_k x_k x_kᵀ` is
Frobenius-orthogonal to the second-order matrix of every quadratic that vanishes at all
interpolation points. -/
theorem orthogonal_of_vanishing {u : ι → ℝ} {x : ι → n → ℝ} (hu : ∑ k, u k = 0)
    (hx : ∑ k, u k • x k = 0) {c : ℝ} {g : n → ℝ} {D : Matrix n n ℝ}
    (h : ∀ k, quad c g D (x k) = 0) : frobInner (weightedHessian u x) D = 0 := by
  -- at each point the second-order term is minus twice the affine part
  have e : ∑ k, u k * (x k ⬝ᵥ (D *ᵥ x k)) = -2 * ∑ k, u k * (c + g ⬝ᵥ x k) := by
    rw [Finset.mul_sum]
    refine Finset.sum_congr rfl fun k _ => ?_
    have hk := h k
    unfold quad at hk
    linear_combination (2 * u k) * hk
  rw [frobInner_weightedHessian, e, weighted_affine_sum hu hx, mul_zero]
```

## A right angle between the update and the remaining freedom

Let H be the previous matrix, and let the new model have constant c, gradient g and matrix H + W. Consider any competitor with constant c′, gradient g′ and matrix G′ that takes the same values at all points. Define

D = G′ − (H + W).

Subtracting the two quadratics at x_k gives

(c′ − c) + (g′ − g)ᵀx_k + x_kᵀDx_k/2 = 0.

By the orthogonality just derived, ⟨W, D⟩ = 0. Since G′ − H = W + D,

‖G′ − H‖² = ⟨W, W⟩ + 2⟨W, D⟩ + ⟨D, D⟩ = ‖W‖² + ‖D‖².

The competitor's change from H thus consists of the change W and a perpendicular part D, which is the matrix of a quadratic that vanishes at every interpolation point. The theorem states this with `frobInner`, which gives the squared norms directly. Its hypothesis `h` expresses equality of the two models at every x_k. In the proof, `horth` supplies the right angle, `expand` multiplies out the square, and `split` records G′ − H = W + D.

```lean
/-- Pythagorean identity: let the weights have vanishing sum and vanishing first moment. If a
quadratic with matrix `G'` agrees at all points with one with matrix `H + ∑ u_k x_k x_kᵀ`, then the
squared change from `H` to `G'` is the squared norm of `∑ u_k x_k x_kᵀ` plus the squared distance of
`G'` from `H + ∑ u_k x_k x_kᵀ`. -/
theorem pythagoras {u : ι → ℝ} {x : ι → n → ℝ} (hu : ∑ k, u k = 0)
    (hx : ∑ k, u k • x k = 0) {c c' : ℝ} {g g' : n → ℝ} {H G' : Matrix n n ℝ}
    (h : ∀ k, quad c' g' G' (x k) = quad c g (H + weightedHessian u x) (x k)) :
    frobInner (G' - H) (G' - H) =
      frobInner (weightedHessian u x) (weightedHessian u x) +
      frobInner (G' - (H + weightedHessian u x)) (G' - (H + weightedHessian u x)) := by
  -- the difference of the two interpolants vanishes at the points
  have horth : frobInner (weightedHessian u x) (G' - (H + weightedHessian u x)) = 0 := by
    refine orthogonal_of_vanishing hu hx (c := c' - c) (g := g' - g) fun k => ?_
    have hk := h k
    unfold quad at hk ⊢
    rw [sub_dotProduct, Matrix.sub_mulVec, dotProduct_sub]
    linarith
  -- expand the square of the sum of the two orthogonal parts
  have expand : ∀ W D : Matrix n n ℝ, frobInner (W + D) (W + D) =
      frobInner W W + 2 * frobInner W D + frobInner D D := by
    intro W D
    simp only [frobInner, Finset.mul_sum, ← Finset.sum_add_distrib, Matrix.add_apply]
    exact Finset.sum_congr rfl fun i _ => Finset.sum_congr rfl fun j _ => by ring
  have split : G' - H = weightedHessian u x + (G' - (H + weightedHessian u x)) := by abel
  have e := expand (weightedHessian u x) (G' - (H + weightedHessian u x))
  rw [← split, horth] at e
  linarith
```

## The smallest change and the smallest Hessian

Because ‖D‖² ≥ 0, the identity gives ‖G′ − H‖² ≥ ‖W‖², and taking square roots yields

‖W‖ ≤ ‖G′ − H‖.

The model with matrix H + W changes H by exactly W, so it attains the bound. If this model reproduces the computed energies, every other quadratic that reproduces them changes H by at least as much. The existence of weights for which it does so is not part of the statement. In energy-only geometry optimisation, the result certifies that such a model is a least-change update under exact interpolation; it makes no allowance for noise in the energies.

In the proof, `Real.sqrt_le_sqrt` reduces the inequality to squared norms, and `linarith` combines the Pythagorean identity with nonnegativity.

```lean
/-- Least-change update: let the weights have vanishing sum and vanishing first moment. Every
quadratic that agrees at all points with a model of matrix `H + ∑ u_k x_k x_kᵀ` has a matrix whose
Frobenius distance from `H` is at least the norm of `∑ u_k x_k x_kᵀ`. -/
theorem least_change_update {u : ι → ℝ} {x : ι → n → ℝ} (hu : ∑ k, u k = 0)
    (hx : ∑ k, u k • x k = 0) {c c' : ℝ} {g g' : n → ℝ} {H G' : Matrix n n ℝ}
    (h : ∀ k, quad c' g' G' (x k) = quad c g (H + weightedHessian u x) (x k)) :
    frobNorm (weightedHessian u x) ≤ frobNorm (G' - H) := by
  refine Real.sqrt_le_sqrt ?_
  have p := pythagoras hu hx h
  have q := frobInner_self_nonneg (G' - (H + weightedHessian u x))
  linarith
```

With no previous curvature information, set H = 0. The model's matrix is then G = W, and every interpolant with the same values at the points satisfies

‖G‖ ≤ ‖G′‖.

This is the least Frobenius norm property. No relation between the constants or gradients of the two quadratics is assumed beyond agreement at the points. The proof inserts the zero matrix, applies the previous theorem and simplifies.

```lean
/-- Least Frobenius norm interpolation: let the weights have vanishing sum and vanishing first
moment. Every quadratic that agrees at all points with a model of Hessian `G = ∑ u_k x_k x_kᵀ` has a
second-order matrix of Frobenius norm at least that of `G`. -/
theorem least_frobenius_norm {u : ι → ℝ} {x : ι → n → ℝ} (hu : ∑ k, u k = 0)
    (hx : ∑ k, u k • x k = 0) {c c' : ℝ} {g g' : n → ℝ} {G' : Matrix n n ℝ}
    (h : ∀ k, quad c' g' G' (x k) = quad c g (weightedHessian u x) (x k)) :
    frobNorm (weightedHessian u x) ≤ frobNorm G' := by
  have h' : ∀ k, quad c' g' G' (x k) = quad c g (0 + weightedHessian u x) (x k) := by
    simpa only [zero_add] using h
  simpa only [sub_zero] using least_change_update hu hx h'
```

## When the minimiser is unique

Suppose a competitor does no worse than the model, so that ‖G′ − H‖ ≤ ‖W‖. The Pythagorean identity then gives

‖W‖² + ‖D‖² ≤ ‖W‖²,

so ‖D‖² = 0. A sum of squares is zero only if every term is zero; hence D = 0 and G′ = H + W.

The constant and gradient may still differ. With equal matrices, equality of the values leaves

(c′ − c) + (g′ − g)ᵀx_k = 0 for every k.

To conclude that c′ = c and g′ = g, the points must determine affine functions: only the zero function a + bᵀy may vanish at all of them. This is the hypothesis `poised`. Physically, the geometries must sample enough independent directions to fix an energy offset and a uniform force. If all of them lay on one line in a plane, for example, the slope across the line would remain undetermined.

The Lean proof follows the same order. `hG` establishes equality of the matrices by showing that each squared entry of D vanishes, and `haff` then applies `poised` to the remaining affine difference.

```lean
/-- Let the weights have vanishing sum and vanishing first moment, and let only the zero affine
function vanish at all points. If a quadratic agrees at all points with a model of matrix `H + ∑ u_k
x_k x_kᵀ`, and its matrix differs from `H` by no more than the norm of `∑ u_k x_k x_kᵀ`, then it has
the same constant, gradient and matrix as the model. -/
theorem least_change_unique {u : ι → ℝ} {x : ι → n → ℝ} (hu : ∑ k, u k = 0)
    (hx : ∑ k, u k • x k = 0)
    (poised : ∀ (a : ℝ) (b : n → ℝ), (∀ k, a + b ⬝ᵥ x k = 0) → a = 0 ∧ b = 0)
    {c c' : ℝ} {g g' : n → ℝ} {H G' : Matrix n n ℝ}
    (h : ∀ k, quad c' g' G' (x k) = quad c g (H + weightedHessian u x) (x k))
    (hmin : frobNorm (G' - H) ≤ frobNorm (weightedHessian u x)) :
    c' = c ∧ g' = g ∧ G' = H + weightedHessian u x := by
  have hle := (Real.sqrt_le_sqrt_iff (frobInner_self_nonneg _)).1 hmin
  have p := pythagoras hu hx h
  -- the remainder has zero norm, so each of its entries vanishes
  have hG : G' = H + weightedHessian u x := by
    have z : frobInner (G' - (H + weightedHessian u x))
        (G' - (H + weightedHessian u x)) = 0 :=
      le_antisymm (by linarith) (frobInner_self_nonneg _)
    unfold frobInner at z
    ext i j
    have zi := (Finset.sum_eq_zero_iff_of_nonneg (fun i _ =>
      Finset.sum_nonneg fun j _ => mul_self_nonneg _)).1 z i (Finset.mem_univ i)
    have zij := (Finset.sum_eq_zero_iff_of_nonneg (fun j _ =>
      mul_self_nonneg _)).1 zi j (Finset.mem_univ j)
    exact sub_eq_zero.1 (mul_self_eq_zero.1 zij)
  -- what is left is an affine function vanishing at the points
  have haff := poised (c' - c) (g' - g) fun k => by
    have hk := h k
    rw [hG] at hk
    unfold quad at hk
    rw [sub_dotProduct]
    linarith
  exact ⟨sub_eq_zero.1 haff.1, sub_eq_zero.1 haff.2, hG⟩
```

## Four points on a planar cross

A small example shows the conditions at work and leaves a real choice between interpolants. Take four points in the plane, numbered from 0 as in Lean:

x_0 = (1, 0), x_1 = (−1, 0), x_2 = (0, 1), x_3 = (0, −1).

```lean
/-- Four points on the coordinate axes of the plane. -/
def crossPoints : Fin 4 → Fin 2 → ℝ := ![![1, 0], ![-1, 0], ![0, 1], ![0, -1]]
```

Give the two points on the first axis weight 1 and the two on the second axis weight −1:

u_0 = u_1 = 1, u_2 = u_3 = −1.

```lean
/-- Weights `1, 1, -1, -1` for the four points. -/
def crossWeights : Fin 4 → ℝ := ![1, 1, -1, -1]
```

The weights sum to zero, and opposite points cancel in ∑_k u_k x_k. The outer products give

W = diag(2, −2).

The points also determine affine functions. If a + bᵀx_k = 0 at the first three points, then

a + b_0 = 0, a − b_0 = 0, a + b_1 = 0,

which forces a = b_0 = b_1 = 0.

With zero constant and gradient, W gives the saddle

q(y) = y_0² − y_1².

Adding y_0y_1 changes none of the four values, because every point lies on an axis. The resulting quadratic has matrix rows (2, 1) and (1, −2) and Frobenius norm √10, whereas ‖W‖ = √8. The cross term is a coupling between the coordinates for which the data give no evidence, and the least-norm model leaves it out.

The theorem `cross_witness` collects the two weight conditions, the determination of affine functions, the value of W and the agreement of the two quadratics at the four points. Its proof treats these five claims in turn, by finite case distinction and arithmetic.

```lean
/-- The four points and their weights satisfy both moment conditions and determine affine
functions; their matrix is `diag(2, -2)`, and a quadratic with a different matrix takes
the same values at the points. -/
theorem cross_witness :
    ∑ k, crossWeights k = 0 ∧ ∑ k, crossWeights k • crossPoints k = 0 ∧
    (∀ (a : ℝ) (b : Fin 2 → ℝ), (∀ k, a + b ⬝ᵥ crossPoints k = 0) → a = 0 ∧ b = 0) ∧
    weightedHessian crossWeights crossPoints = !![2, 0; 0, -2] ∧
    ∀ k, quad 0 0 !![2, 1; 1, -2] (crossPoints k) =
      quad 0 0 !![2, 0; 0, -2] (crossPoints k) := by
  refine ⟨?_, ?_, ?_, ?_, ?_⟩
  · simp [crossWeights, Fin.sum_univ_four]
  · ext i
    fin_cases i <;> simp [crossWeights, crossPoints, Fin.sum_univ_four]
  · intro a b h
    have h0 := h 0
    have h1 := h 1
    have h2 := h 2
    simp [crossPoints, dotProduct, Fin.sum_univ_two] at h0 h1 h2
    refine ⟨by linarith, ?_⟩
    ext i
    fin_cases i <;> simp <;> linarith
  · ext i j
    fin_cases i <;> fin_cases j <;>
      simp [weightedHessian, crossWeights, crossPoints, Matrix.sum_apply,
        Fin.sum_univ_four, vecMulVec_apply] <;> norm_num
  · intro k
    fin_cases k <;> simp [quad, crossPoints, dotProduct, mulVec, Fin.sum_univ_two]

end

end LeastFrobeniusInterpolation
```

```lean
#print axioms LeastFrobeniusInterpolation.least_frobenius_norm
-- 'LeastFrobeniusInterpolation.least_frobenius_norm' depends on axioms: [propext, Classical.choice, Quot.sound]
#print axioms LeastFrobeniusInterpolation.least_change_unique
-- 'LeastFrobeniusInterpolation.least_change_unique' depends on axioms: [propext, Classical.choice, Quot.sound]
```
